# The Bouchiat–Michel formula for positive-energy Dirac spinors at rest

For the two upper basis spinors of the Dirac representation, which describe a free particle at rest with spin up or down along z, the theorem `rest_frame` writes each outer product u_i ū_j as ¼(1 + γ⁰)(δ_ij + Σ_a (σ_a)_ji γ^a γ₅). The spinors are normalised to u†u = 1, so no factor of the mass appears, and i and j may differ. The attempt rewrites 1 + γ⁰ as a diagonal matrix, ū_j as the row with the same entries as u_j, and each γ^a γ₅ as an explicit matrix. It then means to compare the two sides entry by entry.

As first written in Lean, the proof fails:

```lean
import Mathlib

open Matrix
open Complex (I)

namespace RestFrame

noncomputable section

/-- Complex four-by-four matrices acting on Dirac spinors. -/
abbrev Dirac := Matrix (Fin 4) (Fin 4) ℂ

/-- The three Pauli matrices. -/
def pauli : Fin 3 → Matrix (Fin 2) (Fin 2) ℂ :=
  ![!![0, 1; 1, 0], !![0, -I; I, 0], !![1, 0; 0, -1]]

/-- The time-like Dirac matrix in the Dirac representation. -/
def gamma0 : Dirac := !![1, 0, 0, 0; 0, 1, 0, 0; 0, 0, -1, 0; 0, 0, 0, -1]

/-- The three spatial Dirac matrices in the Dirac representation. -/
def gamma : Fin 3 → Dirac :=
  ![!![0, 0, 0, 1; 0, 0, 1, 0; 0, -1, 0, 0; -1, 0, 0, 0],
    !![0, 0, 0, -I; 0, 0, I, 0; 0, I, 0, 0; -I, 0, 0, 0],
    !![0, 0, 1, 0; 0, 0, 0, -1; -1, 0, 0, 0; 0, 1, 0, 0]]

/-- The chirality matrix in the Dirac representation. -/
def gamma5 : Dirac := !![0, 0, 1, 0; 0, 0, 0, 1; 1, 0, 0, 0; 0, 1, 0, 0]

/-- The two upper basis spinors. -/
def restSpinor : Fin 2 → Fin 4 → ℂ := ![![1, 0, 0, 0], ![0, 1, 0, 0]]

/-- The Dirac adjoint `u† γ0`. -/
def diracAdj (u : Fin 4 → ℂ) : Fin 4 → ℂ := star u ᵥ* gamma0

/-- The matrices `γ^a γ5` are block diagonal, with blocks `σ_a` and `-σ_a`. -/
theorem gamma_mul_gamma5 (a : Fin 3) : gamma a * gamma5 =
    ![!![0, 1, 0, 0; 1, 0, 0, 0; 0, 0, 0, -1; 0, 0, -1, 0],
      !![0, -I, 0, 0; I, 0, 0, 0; 0, 0, 0, I; 0, 0, -I, 0],
      !![1, 0, 0, 0; 0, -1, 0, 0; 0, 0, -1, 0; 0, 0, 0, 1]] a := by
  fin_cases a <;> ext i j <;> fin_cases i <;> fin_cases j <;>
    simp [gamma, gamma5, mul_apply, Fin.sum_univ_four]

lemma one_add_gamma0 : (1 + gamma0 : Dirac) = diagonal ![2, 2, 0, 0] := by
  ext k l
  fin_cases k <;> fin_cases l <;> simp [gamma0] <;> norm_num

lemma diracAdj_rest (j : Fin 2) : diracAdj (restSpinor j) = restSpinor j := by
  ext l
  fin_cases j <;> fin_cases l <;>
    simp [diracAdj, restSpinor, gamma0, vecMul, dotProduct, Fin.sum_univ_four]

/-- Rest-frame Bouchiat-Michel formula, for all pairs of upper basis spinors. -/
theorem rest_frame (i j : Fin 2) :
    vecMulVec (restSpinor i) (diracAdj (restSpinor j)) =
      (1 / 4 : ℂ) • ((1 + gamma0) * ((1 : Matrix (Fin 2) (Fin 2) ℂ) i j • (1 : Dirac) +
        ∑ a, pauli a j i • (gamma a * gamma5))) := by
  have h : (1 + gamma0 : Dirac) = diagonal ![2, 2, 0, 0] := by
    ext k l
    fin_cases k <;> fin_cases l <;> simp [gamma0] <;> norm_num
  have h' : diracAdj (restSpinor j) = restSpinor j := by
    ext l
    fin_cases j <;> fin_cases l <;>
      simp [diracAdj, restSpinor, gamma0, vecMul, dotProduct, Fin.sum_univ_four]
  rw [h, h']
  simp only [gamma_mul_gamma5, Fin.sum_univ_three]
  ext k l
  rw [smul_apply, diagonal_mul]
  fin_cases i <;> fin_cases j <;> fin_cases k <;> fin_cases l <;>
    simp [vecMulVec_apply, restSpinor, pauli] <;> norm_num

end

end RestFrame
```

Messages:

```
Main.lean:67:6: error: Ambiguous term
  smul_apply
Possible interpretations:
  _root_.smul_apply : ∀ (f : ?m.3647) (r : ?m.3646) (x : ?m.3648), (r • f) x = r • f x
  
  Matrix.smul_apply : ∀ (r : ?m.3649) (A : Matrix ?m.3646 ?m.3647 ?m.3648) (i : ?m.3646) (j : ?m.3647),
    (r • A) i j = r • A i j
Main.lean:56:51: error: unsolved goals
i j : Fin 2
h : 1 + gamma0 = diagonal ![2, 2, 0, 0]
h' : diracAdj (restSpinor j) = restSpinor j
k l : Fin 4
⊢ vecMulVec (restSpinor i) (restSpinor j) k l =
    ((1 / 4) •
        (diagonal ![2, 2, 0, 0] *
          (1 i j • 1 +
            (pauli 0 j i •
                  ![!![0, 1, 0, 0; 1, 0, 0, 0; 0, 0, 0, -1; 0, 0, -1, 0],
                      !![0, -I, 0, 0; I, 0, 0, 0; 0, 0, 0, I; 0, 0, -I, 0],
                      !![1, 0, 0, 0; 0, -1, 0, 0; 0, 0, -1, 0; 0, 0, 0, 1]]
                    0 +
                pauli 1 j i •
                  ![!![0, 1, 0, 0; 1, 0, 0, 0; 0, 0, 0, -1; 0, 0, -1, 0],
                      !![0, -I, 0, 0; I, 0, 0, 0; 0, 0, 0, I; 0, 0, -I, 0],
                      !![1, 0, 0, 0; 0, -1, 0, 0; 0, 0, -1, 0; 0, 0, 0, 1]]
                    1 +
              pauli 2 j i •
                ![!![0, 1, 0, 0; 1, 0, 0, 0; 0, 0, 0, -1; 0, 0, -1, 0],
                    !![0, -I, 0, 0; I, 0, 0, 0; 0, 0, 0, I; 0, 0, -I, 0],
                    !![1, 0, 0, 0; 0, -1, 0, 0; 0, 0, -1, 0; 0, 0, 0, 1]]
                  2))))
      k l
```

What went wrong. The first message says that `smul_apply` is ambiguous. Because the file has `open Matrix`, the short name can mean either `_root_.smul_apply` or `Matrix.smul_apply`, and `rw` is given nothing that settles which. The lemma wanted is the second, which says that an entry of a scalar multiple of a matrix is the scalar times that entry.

The second message shows the goal left open when that step failed. It is the equation for the entry `k l`, with the factor 1/4 still applied to the whole matrix, so neither rewrite of that `rw` has taken effect.

Writing `Matrix.smul_apply` in full removes the ambiguity. The factor can then be moved outside the entry, which exposes an entry of a product with a diagonal matrix on the left, the form `diagonal_mul` needs.

The other changes are tidying: `h` and `h'` repeated the earlier lemmas `one_add_gamma0` and `diracAdj_rest`, which are now used directly, and a comment is added.

Lean accepts the file once it reads:

```diff
@@ -55,15 +55,9 @@
       (1 / 4 : ℂ) • ((1 + gamma0) * ((1 : Matrix (Fin 2) (Fin 2) ℂ) i j • (1 : Dirac) +
         ∑ a, pauli a j i • (gamma a * gamma5))) := by
-  have h : (1 + gamma0 : Dirac) = diagonal ![2, 2, 0, 0] := by
-    ext k l
-    fin_cases k <;> fin_cases l <;> simp [gamma0] <;> norm_num
-  have h' : diracAdj (restSpinor j) = restSpinor j := by
-    ext l
-    fin_cases j <;> fin_cases l <;>
-      simp [diracAdj, restSpinor, gamma0, vecMul, dotProduct, Fin.sum_univ_four]
-  rw [h, h']
+  rw [one_add_gamma0, diracAdj_rest]
   simp only [gamma_mul_gamma5, Fin.sum_univ_three]
   ext k l
-  rw [smul_apply, diagonal_mul]
+  rw [Matrix.smul_apply, diagonal_mul]
+  -- compare the sixteen entries for each pair of spin labels
   fin_cases i <;> fin_cases j <;> fin_cases k <;> fin_cases l <;>
     simp [vecMulVec_apply, restSpinor, pauli] <;> norm_num
```
